# For a finite master equation with constant rates, every solution conserves the total population exactly when all column sums of the rate matrix vanish

Let two states exchange population. State 1 empties into state 2 at rate a, and state 2 empties into state 1 at rate b:

p₁' = −a p₁ + b p₂

p₂' = a p₁ − b p₂

Add the two lines. The term a p₁ occurs once as a loss and once as a gain, and so does b p₂, so p₁ + p₂ does not change. In the matrix of this system the first column is (−a, a): it records where the population of state 1 goes. If state 1 also decayed to somewhere outside the model at rate c, its column would be (−a − c, a), and the total would change at the rate −c p₁.

The problems below treat any finite number of states and ask whether balanced columns are also necessary. They are, provided that conservation is demanded of every solution.

## Populations, rate matrix and hopping rates

The states form a finite set `n`. A vector of populations is a function `n → ℝ`, and a time-dependent one is `p : ℝ → n → ℝ`, so that `p t i` is the population pᵢ(t) of state i at time t. The rate matrix W is a `Matrix n n ℝ`, and `W *ᵥ v` is the matrix-vector product W v.

```lean
import Mathlib

open Matrix

namespace MasterEquation

noncomputable section

variable {n : Type*} [Fintype n]
```

The master equation is p'(t) = W p(t). The definition `Solves W p` requires it at every real time, negative times included, with one matrix W that does not depend on time. Populations need not be non-negative or add up to 1; for probabilities the total is 1. Infinitely many states, time-dependent rates and relaxation to a stationary state are not treated.

```lean
/-- The populations `p` obey the master equation `p' = W p` at all times. -/
def Solves (W : Matrix n n ℝ) (p : ℝ → n → ℝ) : Prop :=
  ∀ t, HasDerivAt p (W *ᵥ p t) t
```

In a physical model W is usually built from hopping rates. Here kᵢⱼ is the rate from state j to state i, so the second index is the origin. The matrix `generator k` takes the entries of k and subtracts on the diagonal the sum of each column, which is the total rate out of that state when the diagonal of k is zero:

Wᵢⱼ = kᵢⱼ − δᵢⱼ ∑ₗ kₗⱼ

where δᵢⱼ is 1 for i = j and 0 otherwise. Parts (a) to (f) concern an arbitrary real W; parts (g) and (h) return to this one.

```lean
/-- The rate matrix built from hopping rates `k i j` (from state `j` to state `i`): the sum of each
column of `k` is subtracted on the diagonal. -/
def generator [DecidableEq n] (k : Matrix n n ℝ) : Matrix n n ℝ :=
  k - Matrix.diagonal (fun j => ∑ l, k l j)
```

## (a) Adding the components of W v

Let v be any vector. Express the sum of the components of W v through the column sums of W:

∑ᵢ (W v)ᵢ = ∑ⱼ (∑ᵢ Wᵢⱼ) vⱼ

**Solution.** Write out the product and exchange the two finite sums:

∑ᵢ (W v)ᵢ = ∑ᵢ ∑ⱼ Wᵢⱼ vⱼ = ∑ⱼ ∑ᵢ Wᵢⱼ vⱼ

The factor vⱼ does not depend on i and can be taken out of the inner sum. In the proof, `simp only` writes out the products and `Finset.sum_comm` exchanges the sums.

```lean
/-- The components of `W v` add up to the column sums of `W` weighted with `v`. -/
theorem sum_mulVec (W : Matrix n n ℝ) (v : n → ℝ) :
    ∑ i, (W *ᵥ v) i = ∑ j, (∑ i, W i j) * v j := by
  simp only [Matrix.mulVec, dotProduct, Finset.sum_mul]
  exact Finset.sum_comm
```

## (b) Testing the columns with vectors

Show that W v has component sum zero for every v exactly when all columns are balanced:

∑ᵢ (W v)ᵢ = 0 for all v ⇔ ∑ᵢ Wᵢⱼ = 0 for all j

**Solution.** If the column sums vanish, every term on the right-hand side of (a) is zero. For the converse, fix j and choose the vector v with vⱼ = 1 and all other components zero. Then (a) leaves a single term:

0 = ∑ₗ (∑ᵢ Wᵢₗ) vₗ = ∑ᵢ Wᵢⱼ

This test vector is `Pi.single j 1` in Lean. The two bullets after `constructor` are the two directions, with the converse first.

```lean
/-- The components of `W v` add up to zero for every vector `v` exactly when
all column sums of `W` vanish. -/
theorem sum_mulVec_eq_zero_iff (W : Matrix n n ℝ) :
    (∀ v : n → ℝ, ∑ i, (W *ᵥ v) i = 0) ↔ ∀ j, ∑ i, W i j = 0 := by
  classical
  constructor
  · intro h j
    -- test on the vector with all population in state `j`
    have hj := h (Pi.single j 1)
    rw [sum_mulVec] at hj
    simpa [Pi.single_apply] using hj
  · intro h v
    rw [sum_mulVec]
    simp [h]
```

## (c) The rate of change of the total

Let p solve the master equation. Find the time derivative of its total population:

d/dt ∑ᵢ pᵢ(t) = ∑ⱼ (∑ᵢ Wᵢⱼ) pⱼ(t)

**Solution.** The sum is finite, so it can be differentiated term by term. The master equation gives pᵢ'(t) = (W p(t))ᵢ, hence

d/dt ∑ᵢ pᵢ(t) = ∑ᵢ (W p(t))ᵢ

and (a) with v = p(t) turns this into the stated form. The Lean statement uses `HasDerivAt`, which says that the total is differentiable and that its derivative has this value. The proof applies (a) first, then reads the vector equation component by component with `hasDerivAt_pi` and adds the derivatives.

```lean
/-- Along a solution, the total population changes at a rate given by the column sums
of `W` weighted with the current populations. -/
theorem hasDerivAt_total {W : Matrix n n ℝ} {p : ℝ → n → ℝ} (hp : Solves W p) (t : ℝ) :
    HasDerivAt (fun s => ∑ i, p s i) (∑ j, (∑ i, W i j) * p t j) t := by
  rw [← sum_mulVec]
  exact HasDerivAt.fun_sum (fun i _ => hasDerivAt_pi.1 (hp t) i)
```

## (d) Equal loss from every state

Suppose that every column of W sums to the same number −γ. For γ > 0 this describes states that all lose population at the common rate γ to something outside the model. Show that the total then follows a single exponential:

∑ᵢ pᵢ(t) = exp(−γt) ∑ᵢ pᵢ(0)

**Solution.** Write N(t) for the total. By (c),

N'(t) = ∑ⱼ (−γ) pⱼ(t) = −γ N(t)

Multiply N by exp(γt) and differentiate:

d/dt [exp(γt) N(t)] = γ exp(γt) N(t) − γ exp(γt) N(t) = 0

So exp(γt) N(t) keeps its value at t = 0, which is N(0). Multiplying by exp(−γt) gives the result. No sign of γ was used: a negative γ gives growth, and γ = 0 gives a constant total.

In the proof, `hd` is the vanishing derivative, obtained from the product rule and finished by `ring`. The lemma `is_const_of_deriv_eq_zero` then compares the times t and 0, and the last lines combine the two exponentials.

```lean
/-- If every column of `W` sums to `-γ`, the total population of any solution is its
initial value times `exp (-γ t)`. -/
theorem total_of_uniform_loss {W : Matrix n n ℝ} {p : ℝ → n → ℝ} {γ : ℝ}
    (hW : ∀ j, ∑ i, W i j = -γ) (hp : Solves W p) (t : ℝ) :
    ∑ i, p t i = Real.exp (-(γ * t)) * ∑ i, p 0 i := by
  -- the total multiplied by `exp (γ t)` has zero derivative
  have hd : ∀ s, HasDerivAt (fun u => Real.exp (γ * u) * ∑ i, p u i) 0 s := by
    intro s
    have h1 : HasDerivAt (fun u : ℝ => γ * u) γ s := by
      simpa using (hasDerivAt_id s).const_mul γ
    have h2 := hasDerivAt_total hp s
    simp only [hW, ← Finset.mul_sum] at h2
    refine (h1.exp.fun_mul h2).congr_deriv ?_
    ring
  have hc := is_const_of_deriv_eq_zero (fun s => (hd s).differentiableAt)
    (fun s => (hd s).deriv) t 0
  simp only [mul_zero, Real.exp_zero, one_mul] at hc
  rw [← hc, ← mul_assoc, ← Real.exp_add]
  simp
```

## (e) A solution for every starting vector

Given W and v, find a function p with

p'(t) = W p(t) for all t, and p(0) = v

**Solution.** Take p(t) = exp(tW) v, with the matrix exponential defined by its power series:

exp(tW) = ∑ₘ tᵐ Wᵐ / m!, with m = 0, 1, 2, …

On any bounded time interval this series and the series of its derivatives converge uniformly, so it can be differentiated term by term. The term m = 0 drops out, and the others give

d/dt exp(tW) = ∑ₘ tᵐ⁻¹ Wᵐ / (m−1)! = W exp(tW), with m = 1, 2, 3, …

Applying both sides to v gives the master equation. At t = 0 the exponential is the identity matrix, so p(0) = v.

Lean takes the derivative of the exponential from Mathlib as `hasDerivAt_exp_smul_const'`. The map `L` sends a matrix M to M v; it is linear, so the chain rule carries the derivative over from matrices to vectors. The Mathlib lemma on the exponential asks for a norm on matrices, and the `attribute` line selects one for this proof. The theorem itself does not depend on that choice. It states existence, which is all that part (f) needs; uniqueness is not claimed.

```lean
section Existence

attribute [local instance] Matrix.linftyOpNormedRing Matrix.linftyOpNormedAlgebra

/-- The master equation has a solution for every initial vector `v`. -/
theorem exists_solution (W : Matrix n n ℝ) (v : n → ℝ) :
    ∃ p : ℝ → n → ℝ, Solves W p ∧ p 0 = v := by
  classical
  -- application of a matrix to `v`, as a linear map
  let L : Matrix n n ℝ →ₗ[ℝ] (n → ℝ) :=
    { toFun := fun M => M *ᵥ v
      map_add' := fun A B => Matrix.add_mulVec A B v
      map_smul' := fun c A => by
        ext i
        simp [Matrix.mulVec, dotProduct, Finset.mul_sum, mul_assoc] }
  refine ⟨fun t => NormedSpace.exp (t • W) *ᵥ v, fun t => ?_, ?_⟩
  · have h := hasDerivAt_exp_smul_const' W t
    have h2 := (LinearMap.toContinuousLinearMap L).hasFDerivAt.comp_hasDerivAt t h
    refine HasDerivAt.congr_deriv h2 ?_
    change (W * NormedSpace.exp (t • W)) *ᵥ v = W *ᵥ (NormedSpace.exp (t • W) *ᵥ v)
    rw [Matrix.mulVec_mulVec]
  · simp [NormedSpace.exp_zero]

end Existence
```

## (f) Conservation as a test of the matrix

Show that balanced columns are equivalent to a constant total along every solution:

∑ᵢ Wᵢⱼ = 0 for all j ⇔ ∑ᵢ pᵢ(s) = ∑ᵢ pᵢ(t) for all solutions p and all times s, t

**Solution.** If the column sums vanish, (d) applies with γ = 0, and the total equals its initial value at both times.

For the converse, fix j and put one unit of population into state j at time 0, with all other states empty. By (e) there is a solution p that starts this way. Its total is constant by assumption, so the derivative of the total at t = 0 is zero. By (c) the same derivative is

∑ₗ (∑ᵢ Wᵢₗ) pₗ(0) = ∑ᵢ Wᵢⱼ

Hence column j sums to zero.

The hypothesis here concerns solutions, while the one in (b) concerns vectors; part (e) links them, because every vector is the starting value of a solution. The proof uses only the solutions that start with one unit of population in a single state. One arbitrary solution would not be enough: p = 0 has a constant total for any W whatsoever. In Lean, `hd` is the derivative from (c), `hc` says that the total is a constant function, and `hd.unique` equates the two values of the derivative.

For a simulation of this master equation, the column sums thus show before any time integration whether every exact solution conserves the total; the error of a numerical integrator is a separate matter.

```lean
/-- All column sums of `W` vanish if and only if every solution of the master equation
has a total population that is constant in time. -/
theorem conservation_iff (W : Matrix n n ℝ) :
    (∀ j, ∑ i, W i j = 0) ↔
      ∀ p : ℝ → n → ℝ, Solves W p → ∀ s t, ∑ i, p s i = ∑ i, p t i := by
  classical
  constructor
  · intro hW p hp s t
    have h0 : ∀ j, ∑ i, W i j = -(0 : ℝ) := by simpa using hW
    rw [total_of_uniform_loss h0 hp s, total_of_uniform_loss h0 hp t]
    simp
  · intro h j
    -- start with all population in state `j` and differentiate the constant total
    obtain ⟨p, hp, hp0⟩ := exists_solution W (Pi.single j 1)
    have hd := hasDerivAt_total hp 0
    have hc : (fun s => ∑ i, p s i) = fun _ => ∑ i, p 0 i :=
      funext fun s => h p hp s 0
    rw [hc] at hd
    have hz := hd.unique (hasDerivAt_const (0 : ℝ) (∑ i, p 0 i))
    rw [hp0] at hz
    simpa [Pi.single_apply] using hz
```

## (g) Gain minus loss

Let W be the matrix `generator k` built from hopping rates. Show that it acts on populations as a balance of gains and losses:

(W p)ᵢ = ∑ⱼ (kᵢⱼ pⱼ − kⱼᵢ pᵢ)

**Solution.** Insert the definition of W. The diagonal part contributes only for j = i:

(W p)ᵢ = ∑ⱼ kᵢⱼ pⱼ − (∑ₗ kₗᵢ) pᵢ

Rename l to j in the second sum and combine the two sums. The term j = i is kᵢᵢ pᵢ − kᵢᵢ pᵢ = 0, so diagonal entries of k have no effect. The `rw` chain in the proof expands the left side in this way and splits the sum on the right side to match.

The order of the indices in the subtracted sum deserves care. Writing `k j l` for `k l j` in the definition of `generator` would still give a well-typed matrix, because both indices range over `n`, but it would balance the rows and, in general, not the columns. For the two states of the opening, with k₂₁ = a, k₁₂ = b and zero diagonal, the equations would become p₁' = b (p₂ − p₁) and p₂' = a (p₁ − p₂). The total would then change at the rate (a − b)(p₁ − p₂), which is in general not zero.

```lean
/-- The rate matrix built from hopping rates acts as gain minus loss: state `i` gains
`k i j * p j` from each state `j` and loses `k j i * p i` to it. -/
theorem generator_mulVec [DecidableEq n] (k : Matrix n n ℝ) (p : n → ℝ) (i : n) :
    (generator k *ᵥ p) i = ∑ j, (k i j * p j - k j i * p i) := by
  rw [generator, Matrix.sub_mulVec, Pi.sub_apply, Matrix.mulVec_diagonal,
    Finset.sum_sub_distrib, Finset.sum_mul]
  rfl
```

## (h) Conservation for arbitrary hopping rates

Let the populations obey the gain-loss equation

pᵢ'(t) = ∑ⱼ (kᵢⱼ pⱼ(t) − kⱼᵢ pᵢ(t))

for every state i and every time t. Show that for all times s and t

∑ᵢ pᵢ(s) = ∑ᵢ pᵢ(t)

**Solution.** By (g), p solves the master equation with W = `generator k`. Column j of this matrix sums to

∑ᵢ Wᵢⱼ = ∑ᵢ kᵢⱼ − ∑ₗ kₗⱼ = 0

and (f) gives the constant total. The rates may be any real numbers: neither their positivity nor detailed balance enters. In the proof, `hsol` assembles the component equations into `Solves (generator k) p`, `hcol` is the column sum, and the last line applies the forward direction of (f).

```lean
/-- Populations that obey the gain-loss equation with hopping rates `k` have a total
that is constant in time. -/
theorem gain_loss_conservation (k : Matrix n n ℝ) (p : ℝ → n → ℝ)
    (hp : ∀ t i, HasDerivAt (fun s => p s i) (∑ j, (k i j * p t j - k j i * p t i)) t)
    (s t : ℝ) : ∑ i, p s i = ∑ i, p t i := by
  classical
  have hsol : Solves (generator k) p := by
    intro u
    refine hasDerivAt_pi.2 fun i => ?_
    rw [generator_mulVec]
    exact hp u i
  -- each column of the generator sums to zero
  have hcol : ∀ j, ∑ i, generator k i j = 0 := by
    intro j
    simp [generator, Matrix.diagonal_apply, Finset.sum_sub_distrib]
  exact (conservation_iff (generator k)).1 hcol p hsol s t

end

end MasterEquation
```

```lean
#print axioms MasterEquation.sum_mulVec_eq_zero_iff
-- 'MasterEquation.sum_mulVec_eq_zero_iff' depends on axioms: [propext, Classical.choice, Quot.sound]
#print axioms MasterEquation.conservation_iff
-- 'MasterEquation.conservation_iff' depends on axioms: [propext, Classical.choice, Quot.sound]
#print axioms MasterEquation.gain_loss_conservation
-- 'MasterEquation.gain_loss_conservation' depends on axioms: [propext, Classical.choice, Quot.sound]
```
